# The unique energy-minimising width of a momentum window with linear kinetic cost and logarithmic exchange

The model gives a momentum window [0, d] the trial energy E(d) = v ∫₀ᵈ x dx − g ∫₀ᵈ∫₀ᵈ ln(1/|x − y|) dy dx, a kinetic cost linear in the distance from the Fermi surface less an exchange gain with a logarithmic kernel. The failing declaration, `optimalWindow_strict_min`, states that for coupling g > 0 and any real slope v, every width d > 0 other than d* = exp(1 − v/(2g)) has strictly higher energy than d*. The attempt uses the closed form E(d) = g d² (ln d − 3/2 + v/(2g)), which gives E(d*) = −g d*²/2. It then obtains the strict inequality from eᵗ > 1 + t for t ≠ 0, taken at t = 2(ln d* − ln d) and multiplied by g d²/2.

Lean 4 with Mathlib refuses this proof:

```lean
import Mathlib

open MeasureTheory Set

namespace OptimalWindowStrictMin

noncomputable section

/-- Kinetic cost of a momentum window of width `d`, for an excitation energy that is linear
in the distance `x` from the Fermi surface, with unit slope. -/
def kineticCost (d : ℝ) : ℝ := ∫ x in (0 : ℝ)..d, x

/-- Exchange field at momentum `x` produced by the window `[0, d]` through the
logarithmic kernel `ln (1 / |x - y|)`. -/
def exchangeField (d x : ℝ) : ℝ := ∫ y in (0 : ℝ)..d, Real.log (1 / |x - y|)

/-- Exchange gain of the window: the exchange field summed over the window itself. -/
def exchangeGain (d : ℝ) : ℝ := ∫ x in (0 : ℝ)..d, exchangeField d x

/-- Trial energy of a window of width `d`, with kinetic slope `v` and exchange coupling `g`. -/
def trialEnergy (v g d : ℝ) : ℝ := v * kineticCost d - g * exchangeGain d

/-- The window width `exp (1 - v / (2 g))`, meant for coupling `g ≠ 0` (at `g = 0` Lean's division
by zero makes it `exp 1`). -/
def optimalWindow (v g : ℝ) : ℝ := Real.exp (1 - v / (2 * g))

/-- The exchange field of the window `[0, d]` in closed form. -/
theorem exchangeField_eq (d x : ℝ) :
    exchangeField d x = d - x * Real.log x - (d - x) * Real.log (d - x) := by
  have h : ∀ y : ℝ, Real.log (1 / |x - y|) = -Real.log (x - y) := fun y => by
    rw [one_div, Real.log_inv, Real.log_abs]
  have h2 : Real.log (x - d) = Real.log (d - x) := by
    rw [← Real.log_neg_eq_log (x - d), neg_sub]
  unfold exchangeField
  simp only [h]
  rw [intervalIntegral.integral_neg,
    intervalIntegral.integral_comp_sub_left Real.log x, integral_log, h2, sub_zero]
  ring

/-- The integral of `x ln x` over a window of width `d ≥ 0`. -/
theorem integral_mul_log {d : ℝ} (hd : 0 ≤ d) :
    ∫ x in (0 : ℝ)..d, x * Real.log x = d ^ 2 / 2 * Real.log d - d ^ 2 / 4 := by
  -- the antiderivative is continuous at 0, although its logarithm is not
  have hc : Continuous fun x : ℝ => x / 2 * (x * Real.log x) - x ^ 2 / 4 :=
    ((continuous_id.div_const 2).mul Real.continuous_mul_log).sub
      ((continuous_id.pow 2).div_const 4)
  have hderiv : ∀ x ∈ Ioo (0 : ℝ) d,
      HasDerivAt (fun x : ℝ => x / 2 * (x * Real.log x) - x ^ 2 / 4)
        (x * Real.log x) x := by
    intro x hx
    have h1 := ((hasDerivAt_id' x).div_const 2).fun_mul
      (Real.hasDerivAt_mul_log hx.1.ne')
    have h2 := ((hasDerivAt_id' x).fun_pow 2).div_const 4
    refine (h1.fun_sub h2).congr_deriv ?_
    norm_num
    ring
  rw [intervalIntegral.integral_eq_sub_of_hasDerivAt_of_le hd hc.continuousOn hderiv
    (Real.continuous_mul_log.intervalIntegrable 0 d)]
  ring

/-- A window of width `d ≥ 0` gains the exchange energy `d² (3/2 - ln d)`
per unit coupling. -/
theorem exchangeGain_eq {d : ℝ} (hd : 0 ≤ d) :
    exchangeGain d = d ^ 2 * (3 / 2 - Real.log d) := by
  have hc := Real.continuous_mul_log
  have hr : Continuous fun x : ℝ => (d - x) * Real.log (d - x) :=
    hc.comp (continuous_const.sub continuous_id)
  have h0 : Continuous fun _ : ℝ => d := continuous_const
  have h1 : Continuous fun x : ℝ => d - x * Real.log x := h0.sub hc
  -- reflection of the window maps one logarithmic term to the other
  have hrefl := intervalIntegral.integral_comp_sub_left (a := 0) (b := d)
    (fun u : ℝ => u * Real.log u) d
  simp only [sub_self, sub_zero] at hrefl
  unfold exchangeGain
  simp only [exchangeField_eq]
  rw [intervalIntegral.integral_sub
      (h1.intervalIntegrable 0 d) (hr.intervalIntegrable 0 d),
    intervalIntegral.integral_sub
      (h0.intervalIntegrable 0 d) (hc.intervalIntegrable 0 d),
    hrefl, integral_mul_log hd, intervalIntegral.integral_const, smul_eq_mul]
  ring

/-- The trial energy of a window of width `d ≥ 0` in closed form, for nonzero coupling. -/
theorem trialEnergy_eq {g d : ℝ} (v : ℝ) (hg : g ≠ 0) (hd : 0 ≤ d) :
    trialEnergy v g d = d ^ 2 * g * (Real.log d - (3 / 2 - v / (2 * g))) := by
  have hv : g * (v / (2 * g)) = v / 2 := by field_simp
  unfold trialEnergy kineticCost
  rw [exchangeGain_eq hd, integral_id]
  linear_combination (-d ^ 2) * hv

/-- For positive coupling, every positive window width other than `exp (1 - v / (2 g))`
has strictly higher energy than that one. -/
theorem optimalWindow_strict_min {g d : ℝ} (v : ℝ) (hg : 0 < g) (hd : 0 < d)
    (hne : d ≠ optimalWindow v g) :
    trialEnergy v g (optimalWindow v g) < trialEnergy v g d := by
  have hs : 2 * (1 - v / (2 * g) - Real.log d) ≠ 0 := by
    intro h
    apply hne
    have hl : Real.log d = 1 - v / (2 * g) := by linarith
    unfold optimalWindow
    rw [← hl, Real.exp_log hd]
  -- the exponential lies strictly above its tangent away from the point of contact
  have hc : 0 < g * d ^ 2 / 2 := by positivity
  have hlt := mul_lt_mul_of_pos_left (Real.add_one_lt_exp hs) hc
  have hexp : Real.exp (2 * (1 - v / (2 * g) - Real.log d)) * d ^ 2
      = Real.exp (1 - v / (2 * g)) ^ 2 := by
    have h : Real.exp (2 * (1 - v / (2 * g) - Real.log d)) * Real.exp (Real.log d) ^ 2
        = Real.exp (1 - v / (2 * g)) ^ 2 := by
      simp only [sq, ← Real.exp_add]
      congr 1
      ring
    rwa [Real.exp_log hd] at h
  have hmin : trialEnergy v g (optimalWindow v g)
      = -(g / 2) * Real.exp (1 - v / (2 * g)) ^ 2 := by
    rw [trialEnergy_eq v hg.ne' (Real.exp_pos _).le]
    unfold optimalWindow
    rw [Real.log_exp]
    ring
  rw [hmin, trialEnergy_eq v hg.ne' hd.le, ← hexp]
  linarith

end

end OptimalWindowStrictMin
```

Compiling this gives:

```
Main.lean:115:8: error: Tactic `rewrite` failed: Did not find an occurrence of the pattern
  trialEnergy v g (Real.exp ?m.346)
in the target expression
  trialEnergy v g (optimalWindow v g) = -(g / 2) * Real.exp (1 - v / (2 * g)) ^ 2

g d v : ℝ
hg : 0 < g
hd : 0 < d
hne : d ≠ optimalWindow v g
hs : 2 * (1 - v / (2 * g) - Real.log d) ≠ 0
hc : 0 < g * d ^ 2 / 2
hlt :
  g * d ^ 2 / 2 * (2 * (1 - v / (2 * g) - Real.log d) + 1) <
    g * d ^ 2 / 2 * Real.exp (2 * (1 - v / (2 * g) - Real.log d))
hexp : Real.exp (2 * (1 - v / (2 * g) - Real.log d)) * d ^ 2 = Real.exp (1 - v / (2 * g)) ^ 2
⊢ trialEnergy v g (optimalWindow v g) = -(g / 2) * Real.exp (1 - v / (2 * g)) ^ 2
```

Fix (accepted with no message):

```diff
@@ -113,7 +113,6 @@
   have hmin : trialEnergy v g (optimalWindow v g)
       = -(g / 2) * Real.exp (1 - v / (2 * g)) ^ 2 := by
-    rw [trialEnergy_eq v hg.ne' (Real.exp_pos _).le]
     unfold optimalWindow
-    rw [Real.log_exp]
+    rw [trialEnergy_eq v hg.ne' (Real.exp_pos _).le, Real.log_exp]
     ring
   rw [hmin, trialEnergy_eq v hg.ne' hd.le, ← hexp]
```

The error arises in the proof of `hmin`, the value of the energy at the optimal width. The lemma `trialEnergy_eq` needs a proof that the width is nonnegative, and the one supplied, `(Real.exp_pos _).le`, fixes that width to have the form `Real.exp ?m.346`. So `rw` looks for `trialEnergy v g (Real.exp ?m.346)`, but the goal contains `trialEnergy v g (optimalWindow v g)`. The two agree once the definition of `optimalWindow` is unfolded, but `rw` does not unfold it when looking for the pattern, and so finds no occurrence.

The repair puts `unfold optimalWindow` before the rewrite. The exponential is then visible in the goal, the pattern matches, and the unknown exponent is filled in as `1 - v / (2 * g)`. `Real.log_exp` then simplifies the logarithm that the closed form brings in, as it was meant to do before. Putting the two rewrites in a single `rw` is mere tidying; the change of order is the cure.
